# Infrared divergence of the magnon number in a ferromagnetic chain

Take one octave of long wavelengths, wave numbers k from ε to 2ε with ε small. In linear spin-wave theory, without field or anisotropy, the magnons of a ferromagnetic chain are free bosons of energy about ck²/2 in units of k_BT, with c > 0 a stiffness divided by k_BT, and a Bose mode of small reduced energy x holds about 1/x quanta. The occupation integrated over the octave is roughly

∫ from ε to 2ε of 2/(ck²) dk = 1/(cε)

which, with 1/(2π) modes per site and unit wave number, is 1/(2πcε) magnons per site. Each lower octave holds twice as many, so the sum has no bound. The inequalities below prove the divergence and confine the integral from ε to π, up to bounded terms, between 2/(cε) and π²/(2cε). The lower coefficient is the one this estimate gives when the octaves above ε are summed; the upper one is not sharp.

```lean
import Mathlib

open Real Set Filter Topology MeasureTheory

namespace MagnonChain

noncomputable section
```

## The model

For the chain H = −J Σᵢ Sᵢ·Sᵢ₊₁ with exchange J > 0, spin S and unit lattice spacing, linear spin-wave theory gives free bosons of energy 2JS(1 − cos k). With c = 2JS/(k_BT) at temperature T, the reduced energy is

E(k) = c(1 − cos k).

The dispersion enters as a definition and is not derived from H.

```lean
/-- Magnon energy `c (1 - cos k)` of the ferromagnetic chain, in units of `k_B T`. -/
def magnonEnergy (c k : ℝ) : ℝ := c * (1 - Real.cos k)
```

The Bose function at zero chemical potential and the occupation are

b(x) = 1/(eˣ − 1),  n(k) = b(E(k)).

```lean
/-- Bose-Einstein function `1 / (e^x - 1)` of the reduced energy `x`. -/
def bose (x : ℝ) : ℝ := 1 / (Real.exp x - 1)

/-- Thermal occupation of the magnon mode with wave number `k`. -/
def occupation (c k : ℝ) : ℝ := bose (magnonEnergy c k)
```

With an infrared cutoff ε,

N(ε) = ∫ from ε to π of n(k) dk.

```lean
/-- Magnon number integral over the wave numbers from the infrared cutoff `ε` to `π`. -/
def magnonNumber (c ε : ℝ) : ℝ := ∫ k in ε..π, occupation c k
```

Each magnon lowers the total spin projection by one. The zone average is (1/2π)∫dk and n is even, so the modes with ε ≤ |k| ≤ π give N(ε)/π magnons per site and the moment

m(ε) = S − N(ε)/π.

In Lean `S` and `c` are independent real numbers.

```lean
/-- Spin-wave magnetisation per site: the spin `S` minus the cut-off magnon number
integral divided by `π`. -/
def magnetisation (S c ε : ℝ) : ℝ := S - magnonNumber c ε / π
```

## Pointwise bounds

Write 1 − cos k = 2 sin²(k/2). From 2u/π ≤ sin u ≤ u on [0, π/2], taken at u = |k|/2,

(2c/π²)k² ≤ E(k) ≤ ck²/2 for |k| ≤ π, c ≥ 0.

The two cosine inequalities come from Mathlib and are multiplied by c.

```lean
/-- In the Brillouin zone the magnon energy lies between the parabolas
`(2c/π²) k²` and `c k² / 2`. -/
theorem magnonEnergy_bounds {c k : ℝ} (hc : 0 ≤ c) (hk : |k| ≤ π) :
    2 * c / π ^ 2 * k ^ 2 ≤ magnonEnergy c k ∧ magnonEnergy c k ≤ c * k ^ 2 / 2 := by
  have h1 : 2 / π ^ 2 * k ^ 2 ≤ 1 - Real.cos k := by
    have := Real.cos_le_one_sub_mul_cos_sq hk
    linarith
  have h2 : 1 - Real.cos k ≤ k ^ 2 / 2 := by
    have := Real.one_sub_sq_div_two_le_cos (x := k)
    linarith
  unfold magnonEnergy
  constructor
  · calc 2 * c / π ^ 2 * k ^ 2 = c * (2 / π ^ 2 * k ^ 2) := by ring
      _ ≤ c * (1 - Real.cos k) := mul_le_mul_of_nonneg_left h1 hc
  · calc c * (1 - Real.cos k) ≤ c * (k ^ 2 / 2) := mul_le_mul_of_nonneg_left h2 hc
      _ = c * k ^ 2 / 2 := by ring
```

For x > 0, eˣ − 1 ≥ x gives 0 < b(x) ≤ 1/x. The same inequality at −x reads 1 − x ≤ e⁻ˣ, hence (1 − x)eˣ ≤ 1 and (1 − x)(eˣ − 1) ≤ x. This last form is the goal that `nlinarith` closes, and dividing by x(eˣ − 1) yields

1/x − 1 ≤ b(x) ≤ 1/x.

```lean
/-- At positive energy the Bose function is positive and lies between `1/x - 1` and `1/x`. -/
theorem bose_bounds {x : ℝ} (hx : 0 < x) :
    0 < bose x ∧ 1 / x - 1 ≤ bose x ∧ bose x ≤ 1 / x := by
  have h1 := Real.add_one_le_exp x
  have hpos : 0 < Real.exp x - 1 := by linarith
  unfold bose
  refine ⟨one_div_pos.2 hpos, ?_, one_div_le_one_div_of_le hx (by linarith)⟩
  -- `1 - x ≤ e^{-x}` gives `(1 - x) e^x ≤ 1`
  have h2 := mul_le_mul_of_nonneg_right (Real.add_one_le_exp (-x)) (Real.exp_pos x).le
  have h3 : Real.exp (-x) * Real.exp x = 1 := by
    rw [← Real.exp_add]
    simp
  have h4 : 1 / x - 1 = (1 - x) / x := by field_simp
  rw [h4, div_le_div_iff₀ hx hpos]
  nlinarith [h2, h3]
```

For c > 0 and 0 < k ≤ π (`k ∈ Ioc 0 π`) the lower parabola makes E(k) positive. Taking reciprocals (`i1`, `i2`) exchanges the parabolas, so the upper one bounds n from below:

n(k) > 0,  2/(ck²) − 1 ≤ n(k) ≤ π²/(2ck²).

```lean
/-- For `0 < k ≤ π` the magnon occupation is positive and lies between
`2/(c k²) - 1` and `π²/(2 c k²)`. -/
theorem occupation_bounds {c k : ℝ} (hc : 0 < c) (hk : k ∈ Ioc 0 π) :
    0 < occupation c k ∧ 2 / c / k ^ 2 - 1 ≤ occupation c k ∧
      occupation c k ≤ π ^ 2 / (2 * c) / k ^ 2 := by
  have hk0 : 0 < k := hk.1
  have hpi : 0 < π := Real.pi_pos
  obtain ⟨hl, hu⟩ := magnonEnergy_bounds (k := k) hc.le (by rw [abs_of_pos hk0]; exact hk.2)
  have hlpos : 0 < 2 * c / π ^ 2 * k ^ 2 := by positivity
  have he : 0 < magnonEnergy c k := lt_of_lt_of_le hlpos hl
  obtain ⟨b0, b1, b2⟩ := bose_bounds he
  have e1 : 2 / c / k ^ 2 = 1 / (c * k ^ 2 / 2) := by field_simp
  have e2 : π ^ 2 / (2 * c) / k ^ 2 = 1 / (2 * c / π ^ 2 * k ^ 2) := by field_simp
  have i1 := one_div_le_one_div_of_le he hu
  have i2 := one_div_le_one_div_of_le hlpos hl
  unfold occupation
  rw [e1, e2]
  exact ⟨b0, by linarith, by linarith⟩
```

Positivity of n means that its denominator does not vanish, so n is continuous on (0, π].

```lean
/-- The magnon occupation is continuous in `k` on `(0, π]`. -/
theorem occupation_continuousOn {c : ℝ} (hc : 0 < c) :
    ContinuousOn (occupation c) (Ioc 0 π) := by
  intro k hk
  have hpos : 0 < 1 / (Real.exp (c * (1 - Real.cos k)) - 1) := (occupation_bounds hc hk).1
  have hne : Real.exp (c * (1 - Real.cos k)) - 1 ≠ 0 := (one_div_pos.1 hpos).ne'
  apply ContinuousAt.continuousWithinAt
  show ContinuousAt (fun k : ℝ => 1 / (Real.exp (c * (1 - Real.cos k)) - 1)) k
  fun_prop (disch := assumption)
```

## Integration and divergence

Continuity makes n integrable on [ε, π] (`hocc`). Both bounds have the form A/k² − B with constants A, B and primitive −A/k − Bk, so `key` states

∫ from ε to π of (A/k² − B) dk = A(1/ε − 1/π) − B(π − ε).

The choices (A, B) = (2/c, 1) and (π²/(2c), 0) give, for c > 0 and 0 < ε ≤ π,

(2/c)(1/ε − 1/π) − (π − ε) ≤ N(ε) ≤ (π²/(2c))(1/ε − 1/π).

At ε = π all three expressions vanish.

```lean
/-- For a cutoff `0 < ε ≤ π` the magnon number lies between
`(2/c)(1/ε - 1/π) - (π - ε)` and `(π²/2c)(1/ε - 1/π)`. -/
theorem magnonNumber_bounds {c ε : ℝ} (hc : 0 < c) (hε : ε ∈ Ioc 0 π) :
    2 / c * (1 / ε - 1 / π) - (π - ε) ≤ magnonNumber c ε ∧
      magnonNumber c ε ≤ π ^ 2 / (2 * c) * (1 / ε - 1 / π) := by
  have hsub : Icc ε π ⊆ Ioc 0 π := fun k hk => ⟨lt_of_lt_of_le hε.1 hk.1, hk.2⟩
  have hu : uIcc ε π = Icc ε π := uIcc_of_le hε.2
  have hocc : IntervalIntegrable (occupation c) volume ε π := by
    apply ContinuousOn.intervalIntegrable
    rw [hu]
    exact (occupation_continuousOn hc).mono hsub
  have hint : ∀ A B : ℝ, IntervalIntegrable (fun k : ℝ => A / k ^ 2 - B) volume ε π := by
    intro A B
    apply ContinuousOn.intervalIntegrable
    rw [hu]
    intro k hk
    have hk2 : k ^ 2 ≠ 0 := pow_ne_zero 2 (hsub hk).1.ne'
    apply ContinuousAt.continuousWithinAt
    fun_prop (disch := assumption)
  -- the comparison integrands have the primitive `-A/k - B k`
  have key : ∀ A B : ℝ,
      ∫ k in ε..π, (A / k ^ 2 - B) = A * (1 / ε - 1 / π) - B * (π - ε) := by
    intro A B
    have hd : ∀ k ∈ uIcc ε π,
        HasDerivAt (fun k : ℝ => -A * k⁻¹ - B * k) (A / k ^ 2 - B) k := by
      intro k hk
      rw [hu] at hk
      exact (((hasDerivAt_inv (hsub hk).1.ne').const_mul (-A)).fun_sub
        ((hasDerivAt_id' k).const_mul B)).congr_deriv (by ring)
    refine (intervalIntegral.integral_eq_sub_of_hasDerivAt hd (hint A B)).trans ?_
    show -A * π⁻¹ - B * π - (-A * ε⁻¹ - B * ε) = _
    ring
  have lo := intervalIntegral.integral_mono_on hε.2 (hint (2 / c) 1) hocc
    (fun k hk => (occupation_bounds hc (hsub hk)).2.1)
  have hi := intervalIntegral.integral_mono_on hε.2 hocc (hint (π ^ 2 / (2 * c)) 0)
    (fun k hk => by
      have := (occupation_bounds hc (hsub hk)).2.2
      linarith)
  rw [key] at lo hi
  unfold magnonNumber
  exact ⟨by linarith, by linarith⟩
```

Since ε > 0, the lower bound exceeds 2/(cε) − 2/(cπ) − π, which grows without limit as ε ↓ 0 (`hlow`). The conclusion `Tendsto (magnonNumber c) (𝓝[>] 0) atTop` says that for every M there is δ > 0 with N(ε) ≥ M whenever 0 < ε < δ.

```lean
/-- For `c > 0` the magnon number integral of the chain tends to infinity as the infrared
cutoff decreases to zero. -/
theorem magnonNumber_tendsto_atTop {c : ℝ} (hc : 0 < c) :
    Tendsto (magnonNumber c) (𝓝[>] 0) atTop := by
  have h2c : 0 < 2 / c := by positivity
  -- the lower bound grows like `(2/c)/ε`
  have hlow : Tendsto (fun ε : ℝ => 2 / c * ε⁻¹ + (-(2 / c * (1 / π)) - π)) (𝓝[>] 0) atTop :=
    tendsto_atTop_add_const_right _ _ (Tendsto.const_mul_atTop h2c tendsto_inv_nhdsGT_zero)
  refine tendsto_atTop_mono' _ ?_ hlow
  filter_upwards [Ioo_mem_nhdsGT Real.pi_pos] with ε hε
  have h := (magnonNumber_bounds hc ⟨hε.1, hε.2.le⟩).1
  have e : 2 / c * (1 / ε - 1 / π) = 2 / c * ε⁻¹ - 2 / c * (1 / π) := by ring
  have := hε.1
  linarith
```

The proof turns on the filter `𝓝[>] 0`, made of the sets that contain some interval (0, δ). The lemma `tendsto_atTop_mono'` needs the comparison only on one such set, and `filter_upwards` supplies (0, π), where the integrated bound applies. Excluding ε = 0 matters, because Lean assigns the value 0 to the integral of a non-integrable function.

The sign of c is needed. For c = −1 the identity b(−y) = −1 − b(y) makes n negative on (0, π], so N(ε) ≤ 0 for all cutoffs in (0, π].

## Consequences

If n were integrable on [0, π], positivity would give N(ε) ≤ ∫ from 0 to π of n dk for every cutoff (`hle`), against the divergence.

```lean
/-- For `c > 0` the magnon occupation is not integrable from `0` to `π`. -/
theorem occupation_not_integrable {c : ℝ} (hc : 0 < c) :
    ¬ IntervalIntegrable (occupation c) volume 0 π := by
  intro hint
  have h1 := (magnonNumber_tendsto_atTop hc).eventually
    (eventually_gt_atTop (∫ k in (0 : ℝ)..π, occupation c k))
  have h2 : ∀ᶠ ε in 𝓝[>] (0 : ℝ), ε ∈ Ioo 0 π := Ioo_mem_nhdsGT Real.pi_pos
  obtain ⟨ε, hgt, hε⟩ := (h1.and h2).exists
  -- a positive integrable occupation would bound every cut-off integral
  have hle : magnonNumber c ε ≤ ∫ k in (0 : ℝ)..π, occupation c k := by
    refine intervalIntegral.integral_mono_interval hε.1.le hε.2.le le_rfl ?_ hint
    filter_upwards [ae_restrict_mem measurableSet_Ioc] with k hk
    exact (occupation_bounds hc hk).1.le
  linarith
```

A different formulation of the same divergence would use the Lebesgue integral `∫⁻` with values in [0, ∞] and state that its value on (0, π] is ∞. That needs no cutoff, but it carries no 1/ε rate; it is not among the theorems here.

Dividing by π, negating and adding S gives m(ε) → −∞ for every real S.

```lean
/-- For every spin `S` and `c > 0` the spin-wave magnetisation tends to minus infinity as
the infrared cutoff decreases to zero. -/
theorem magnetisation_tendsto_atBot (S : ℝ) {c : ℝ} (hc : 0 < c) :
    Tendsto (magnetisation S c) (𝓝[>] 0) atBot := by
  have h := tendsto_atBot_add_const_left _ S (tendsto_neg_atTop_atBot.comp
    ((magnonNumber_tendsto_atTop hc).atTop_div_const Real.pi_pos))
  refine h.congr fun ε => ?_
  simp only [magnetisation, Function.comp_apply]
  ring
```

A physical moment is at least −S, so for non-interacting magnons on the chain the expansion about the ordered state is inconsistent at every T > 0. The Mermin–Wagner theorem concerns the Heisenberg Hamiltonian itself, about whose thermal state this calculation proves nothing.

A weight k² removes the divergence. For c > 0 and 0 < k ≤ π the upper bound gives k²n(k) ≤ π²/(2c), hence, for 0 < ε ≤ π,

∫ from ε to π of k²n(k) dk ≤ (π − ε)π²/(2c) ≤ π³/(2c).

The weight is the radial phase-space factor of three dimensions, but the dispersion remains that of the chain, so no three-dimensional lattice is described.

```lean
/-- With an extra weight `k²` the integral of the occupation from any cutoff `0 < ε ≤ π`
to `π` is at most `π³/(2c)`. -/
theorem weighted_magnonNumber_le {c ε : ℝ} (hc : 0 < c) (hε : ε ∈ Ioc 0 π) :
    ∫ k in ε..π, k ^ 2 * occupation c k ≤ π ^ 3 / (2 * c) := by
  have hsub : Icc ε π ⊆ Ioc 0 π := fun k hk => ⟨lt_of_lt_of_le hε.1 hk.1, hk.2⟩
  have hcont : ContinuousOn (fun k : ℝ => k ^ 2 * occupation c k) (Icc ε π) :=
    (by fun_prop : ContinuousOn (fun k : ℝ => k ^ 2) (Icc ε π)).mul
      ((occupation_continuousOn hc).mono hsub)
  have hint : IntervalIntegrable (fun k : ℝ => k ^ 2 * occupation c k) volume ε π := by
    apply ContinuousOn.intervalIntegrable
    rw [uIcc_of_le hε.2]
    exact hcont
  have hi := intervalIntegral.integral_mono_on (g := fun _ => π ^ 2 / (2 * c)) hε.2 hint
    intervalIntegrable_const (fun k hk => by
      have := (le_div_iff₀ (pow_pos (hsub hk).1 2)).1 (occupation_bounds hc (hsub hk)).2.2
      linarith)
  rw [intervalIntegral.integral_const, smul_eq_mul] at hi
  have hp : 0 < ε * (π ^ 2 / (2 * c)) :=
    mul_pos hε.1 (div_pos (pow_pos Real.pi_pos 2) (by linarith))
  have e : (π - ε) * (π ^ 2 / (2 * c)) = π ^ 3 / (2 * c) - ε * (π ^ 2 / (2 * c)) := by ring
  linarith

end

end MagnonChain
```

```lean
#print axioms MagnonChain.magnonNumber_tendsto_atTop
-- 'MagnonChain.magnonNumber_tendsto_atTop' depends on axioms: [propext, Classical.choice, Quot.sound]
#print axioms MagnonChain.occupation_not_integrable
-- 'MagnonChain.occupation_not_integrable' depends on axioms: [propext, Classical.choice, Quot.sound]
#print axioms MagnonChain.magnetisation_tendsto_atBot
-- 'MagnonChain.magnetisation_tendsto_atBot' depends on axioms: [propext, Classical.choice, Quot.sound]
#print axioms MagnonChain.weighted_magnonNumber_le
-- 'MagnonChain.weighted_magnonNumber_le' depends on axioms: [propext, Classical.choice, Quot.sound]
```
